# Exciton relaxation energy from the electron and hole forces in a harmonic lattice

## Lattice energy, forces and signs

Let $u$ be the vector of lattice displacements from the ground-state equilibrium, indexed by a finite set of modes. The stiffness $K$ is a real symmetric positive definite matrix. An electronic state that exerts the force $f$ on the lattice adds a term linear in $u$, so the displacement-dependent part of its energy is

$$V_f(u) = \tfrac12 u^T K u - f^T u .$$

With this sign, $f$ is the force at $u=0$, and a single mode moves in the direction in which it is pushed.

In Lean, `n` is the set of modes, a displacement or force is a function `n → ℝ`, `⬝ᵥ` is the dot product and `*ᵥ` applies a matrix to a vector. Positive definiteness enters later as the hypothesis `hK : K.PosDef`, which includes symmetry.

```lean
import Mathlib

open Matrix

namespace ExcitonCarrierRelaxation

noncomputable section

variable {n : Type*} [Fintype n] [DecidableEq n] {K : Matrix n n ℝ}

omit [DecidableEq n] in
/-- Harmonic lattice energy at displacement `u`, for stiffness `K` and electronic force `f`. -/
def latticeEnergy (K : Matrix n n ℝ) (f u : n → ℝ) : ℝ :=
  u ⬝ᵥ K *ᵥ u / 2 - f ⬝ᵥ u
```

The relaxation energy is the energy gained by letting the lattice respond:

$$L(f) = -\inf_u V_f(u).$$

It is defined as an infimum; that the infimum is an attained minimum is proved below.

```lean
/-- Relaxation energy: minus the infimum of the lattice energy over all displacements. -/
def relaxationEnergy (K : Matrix n n ℝ) (f : n → ℝ) : ℝ :=
  -⨅ u, latticeEnergy K f u
```

A state with energy $E$ at the undistorted geometry has relaxed energy $\inf_u\,[E + V_f(u)]$. Each state thus relaxes on its own displaced surface.

```lean
/-- Energy of a state after relaxation, where `E` is its energy at the undistorted geometry
and `f` its force on the lattice. -/
def relaxedEnergy (K : Matrix n n ℝ) (E : ℝ) (f : n → ℝ) : ℝ :=
  ⨅ u, (E + latticeEnergy K f u)
```

The conduction electron exerts the force $a$. The valence electron exerted $b$ before it was removed, so the hole exerts $-b$, and the exciton is assigned the sum, $a-b$. Write $E_e$, $E_h$ and $E_x$ (`Ee`, `Eh`, `Ex`) for the energies of the electron, hole and exciton at $u=0$, all measured from the ground state. The unrelaxed binding energy is $E_e+E_h-E_x$, and the relaxed one uses the three relaxed energies in the same combination.

```lean
/-- Exciton binding energy with electron, hole and exciton each relaxed separately. The conduction
electron exerts the force `a`; the missing valence electron exerted `b`, so the hole exerts `-b`. -/
def relaxedBinding (K : Matrix n n ℝ) (Ee Eh Ex : ℝ) (a b : n → ℝ) : ℝ :=
  relaxedEnergy K Ee a + relaxedEnergy K Eh (-b) - relaxedEnergy K Ex (a - b)
```

These definitions contain the physical assumptions. All states share one stiffness, the nuclei are classical, and the forces do not change as the lattice distorts. Additivity of the forces assumes that the electron and the hole exert the same forces in the exciton as they do separately. This neglects any change in these forces that arises because the orbitals change when the pair binds, and any force that comes from the electron-hole interaction itself, for instance through screening that depends on geometry. Positive definiteness means that every distortion costs energy, so uniform translations must be removed first.

## The relaxed geometry and its energy

Symmetry of $K$ gives $x^T K y = y^T K x$, which is needed to combine cross terms.

```lean
omit [DecidableEq n] in
/-- A positive definite real matrix gives a symmetric bilinear form. -/
lemma form_comm (hK : K.PosDef) (x y : n → ℝ) : x ⬝ᵥ K *ᵥ y = y ⬝ᵥ K *ᵥ x := by
  have hT : Kᵀ = K :=
    (Matrix.conjTranspose_eq_transpose_of_trivial K).symm.trans hK.isHermitian.eq
  rw [Matrix.dotProduct_mulVec, ← Matrix.mulVec_transpose, hT, dotProduct_comm]
```

Setting the gradient $Ku-f$ to zero gives the relaxed geometry $u_0 = K^{-1}f$. Now expand around it, using $Ku_0=f$:

$$\tfrac12 (u-u_0)^T K (u-u_0) = \tfrac12 u^T K u - f^T u + \tfrac12 f^T K^{-1} f .$$

Hence

$$V_f(u) = -\tfrac12 f^T K^{-1} f + \tfrac12 (u-u_0)^T K (u-u_0).$$

The last term is never negative and vanishes at $u=u_0$, so the minimum is $-\tfrac12 f^TK^{-1}f$. In the proof, `hv` is $Ku_0=f$ and `sq` is the completed square. The two remaining parts show that the value is reached and that no displacement goes below it.

```lean
/-- For positive definite stiffness the lattice energy has a minimum, of value
`-f ⬝ᵥ K⁻¹ *ᵥ f / 2`. -/
theorem latticeEnergy_isLeast (hK : K.PosDef) (f : n → ℝ) :
    IsLeast (Set.range (latticeEnergy K f)) (-(f ⬝ᵥ K⁻¹ *ᵥ f / 2)) := by
  have hv : K *ᵥ (K⁻¹ *ᵥ f) = f := by
    rw [Matrix.mulVec_mulVec, Matrix.mul_nonsing_inv _ hK.det_pos.ne'.isUnit, Matrix.one_mulVec]
  -- complete the square around the relaxed geometry `K⁻¹ f`
  have sq : ∀ u, latticeEnergy K f u = -(f ⬝ᵥ K⁻¹ *ᵥ f / 2)
      + (u - K⁻¹ *ᵥ f) ⬝ᵥ K *ᵥ (u - K⁻¹ *ᵥ f) / 2 := by
    intro u
    have hs := form_comm hK u (K⁻¹ *ᵥ f)
    rw [hv] at hs
    have h1 := dotProduct_comm f u
    have h2 := dotProduct_comm f (K⁻¹ *ᵥ f)
    unfold latticeEnergy
    rw [Matrix.mulVec_sub, hv, sub_dotProduct, dotProduct_sub, dotProduct_sub]
    linear_combination -h1 + h2 / 2 - hs / 2
  refine ⟨⟨K⁻¹ *ᵥ f, by rw [sq]; simp⟩, ?_⟩
  rintro _ ⟨u, rfl⟩
  have h := hK.posSemidef.dotProduct_mulVec_nonneg (u - K⁻¹ *ᵥ f)
  rw [star_trivial] at h
  rw [sq]
  linarith
```

It follows that $L(f)=\tfrac12 f^T K^{-1} f$.

```lean
/-- For positive definite stiffness the relaxation energy is `f ⬝ᵥ K⁻¹ *ᵥ f / 2`. -/
theorem relaxationEnergy_eq (hK : K.PosDef) (f : n → ℝ) :
    relaxationEnergy K f = f ⬝ᵥ K⁻¹ *ᵥ f / 2 := by
  have h : (⨅ u, latticeEnergy K f u) = -(f ⬝ᵥ K⁻¹ *ᵥ f / 2) :=
    (latticeEnergy_isLeast hK f).csInf_eq
  rw [relaxationEnergy, h, neg_neg]
```

The device that carries this step is `IsLeast`. The statement `IsLeast S m` says that $m$ belongs to the set $S$ and is a lower bound of it, which is what a physicist means by a minimum. The lemma `IsLeast.csInf_eq` then turns it into an equation for the infimum. This matters because Mathlib gives the infimum of a real set with no lower bound the value 0: a force along a mode of zero stiffness would make the energy fall without limit, and the bare symbol `⨅` would not show it. The relaxed energies of the three states are evaluated by the same lemma further down.

## The exciton identity

Insert $a-b$ into the quadratic form:

$$L(a-b) = \tfrac12 a^TK^{-1}a + \tfrac12 b^TK^{-1}b - \tfrac12 a^TK^{-1}b - \tfrac12 b^TK^{-1}a .$$

The inverse $K^{-1}$, the compliance, is also symmetric, so the two cross terms are equal and

$$L(a-b) = L(a) + L(b) - a^T K^{-1} b .$$

The overlap $a^TK^{-1}b$ measures how far the two forces call for the same distortion, with soft modes counting most. In the proof, `h` is the symmetry of the compliance and `linear_combination h / 2` merges the cross terms.

```lean
/-- For positive definite stiffness, the exciton relaxation energy is that of the two carriers minus
the overlap of the electron force `a` and the valence force `b` through the lattice compliance
`K⁻¹`. -/
theorem exciton_relaxation (hK : K.PosDef) (a b : n → ℝ) :
    relaxationEnergy K (a - b)
      = relaxationEnergy K a + relaxationEnergy K b - a ⬝ᵥ K⁻¹ *ᵥ b := by
  have h := form_comm hK.inv a b
  rw [relaxationEnergy_eq hK, relaxationEnergy_eq hK, relaxationEnergy_eq hK,
    Matrix.mulVec_sub, sub_dotProduct, dotProduct_sub, dotProduct_sub]
  linear_combination h / 2
```

## How large the overlap can be

Write $s=\sqrt{L(a)}$, $t=\sqrt{L(b)}$ and $O=a^TK^{-1}b$. Apply the exciton identity to the weighted forces $ta$ and $sb$. Since $L$ is quadratic,

$$L(ta-sb) = t^2L(a) + s^2L(b) - st\,O = st\,(2st - O).$$

The left side is non-negative, so for non-zero forces, where $st>0$, we get $O\le 2st$. Equality holds exactly when $L(ta-sb)=0$, and since $L$ is positive on every non-zero force, this means $ta=sb$. If $a$ or $b$ is zero, then $O$ and $2st$ both vanish and $ta=sb$ holds as well. This is the Cauchy–Schwarz inequality for the inner product defined by $K^{-1}$.

The Lean proof settles the zero forces first. Then `scale` is the expansion, `generalize` replaces the square roots by `s` and `t`, and `key'` is the factorised form above.

```lean
/-- For positive definite stiffness, the compliance overlap of two forces is at most twice the
geometric mean of their relaxation energies, with equality exactly when `a` and `b` coincide after
each is multiplied by the square root of the other's relaxation energy. -/
theorem overlap_le (hK : K.PosDef) (a b : n → ℝ) :
    a ⬝ᵥ K⁻¹ *ᵥ b ≤ 2 * √(relaxationEnergy K a) * √(relaxationEnergy K b) ∧
    (a ⬝ᵥ K⁻¹ *ᵥ b = 2 * √(relaxationEnergy K a) * √(relaxationEnergy K b) ↔
      √(relaxationEnergy K b) • a = √(relaxationEnergy K a) • b) := by
  have L0 : relaxationEnergy K 0 = 0 := by rw [relaxationEnergy_eq hK]; simp
  have Lpos : ∀ f : n → ℝ, f ≠ 0 → 0 < relaxationEnergy K f := by
    intro f hf
    have h := hK.inv.dotProduct_mulVec_pos hf
    rw [star_trivial] at h
    rw [relaxationEnergy_eq hK]
    linarith
  rcases eq_or_ne a 0 with rfl | ha
  · simp [L0]
  rcases eq_or_ne b 0 with rfl | hb
  · simp [L0]
  have hs := Real.sqrt_pos.2 (Lpos a ha)
  have ht := Real.sqrt_pos.2 (Lpos b hb)
  have hs2 := Real.mul_self_sqrt (Lpos a ha).le
  have ht2 := Real.mul_self_sqrt (Lpos b hb).le
  have scale : ∀ s t : ℝ, relaxationEnergy K (t • a - s • b)
      = t ^ 2 * relaxationEnergy K a + s ^ 2 * relaxationEnergy K b
        - s * t * (a ⬝ᵥ K⁻¹ *ᵥ b) := by
    intro s t
    rw [exciton_relaxation hK]
    simp only [relaxationEnergy_eq hK, Matrix.mulVec_smul, dotProduct_smul, smul_dotProduct,
      smul_eq_mul]
    ring
  have key := scale √(relaxationEnergy K a) √(relaxationEnergy K b)
  generalize √(relaxationEnergy K a) = s at *
  generalize √(relaxationEnergy K b) = t at *
  rw [← hs2, ← ht2] at key
  -- the relaxation energy of the weighted difference measures the gap in the inequality
  have key' : relaxationEnergy K (t • a - s • b)
      = s * t * (2 * s * t - a ⬝ᵥ K⁻¹ *ᵥ b) := by rw [key]; ring
  have hst : 0 < s * t := mul_pos hs ht
  have hnn : 0 ≤ relaxationEnergy K (t • a - s • b) := by
    rcases eq_or_ne (t • a - s • b) 0 with h | h
    · rw [h, L0]
    · exact (Lpos _ h).le
  refine ⟨?_, fun h => ?_, fun h => ?_⟩
  · by_contra h
    have h' := mul_pos hst (sub_pos.2 (not_le.1 h))
    rw [key'] at hnn
    linarith
  · by_contra hne
    have h' := Lpos _ (sub_ne_zero.2 hne)
    rw [key', h, sub_self, mul_zero] at h'
    exact lt_irrefl _ h'
  · rw [sub_eq_zero.2 h, L0] at key'
    rcases mul_eq_zero.1 key'.symm with h' | h'
    · exact absurd h' hst.ne'
    · linarith
```

## Bounds from the carrier relaxation energies

The hole exerts $-b$, but its relaxation energy is that of $b$, because $L$ is even.

```lean
/-- Reversing the force leaves the relaxation energy unchanged, for positive definite stiffness. -/
lemma relaxationEnergy_neg (hK : K.PosDef) (f : n → ℝ) :
    relaxationEnergy K (-f) = relaxationEnergy K f := by
  rw [relaxationEnergy_eq hK, relaxationEnergy_eq hK, Matrix.mulVec_neg, neg_dotProduct,
    dotProduct_neg, neg_neg]
```

In the notation above, the exciton identity reads $L(a-b)=s^2+t^2-O$. The bound $O\le 2st$ gives $L(a-b)\ge (s-t)^2$. The same bound applied to $-b$ gives $-O\le 2st$, hence $L(a-b)\le (s+t)^2$. Together,

$$\left(\sqrt{L(a)}-\sqrt{L(b)}\right)^2 \le L(a-b) \le \left(\sqrt{L(a)}+\sqrt{L(b)}\right)^2 .$$

The lower bound is attained exactly when $ta=sb$, the upper one exactly when $ta=-sb$. For non-zero forces these conditions mean that $a$ and $b$ are parallel or antiparallel. The theorem states the two inequalities and the two equivalences as one conjunction. Its proof calls `overlap_le` twice, for `b` and for `-b`, and leaves the algebra to `nlinarith`.

```lean
/-- For positive definite stiffness, the carrier relaxation energies alone confine the exciton
relaxation energy between the squared difference and the squared sum of their square roots. The
bounds are attained exactly when `a` and `b`, each multiplied by the square root of the other's
relaxation energy, are equal or opposite, respectively. -/
theorem exciton_relaxation_bounds (hK : K.PosDef) (a b : n → ℝ) :
    (√(relaxationEnergy K a) - √(relaxationEnergy K b)) ^ 2 ≤ relaxationEnergy K (a - b) ∧
    relaxationEnergy K (a - b) ≤ (√(relaxationEnergy K a) + √(relaxationEnergy K b)) ^ 2 ∧
    (relaxationEnergy K (a - b) = (√(relaxationEnergy K a) - √(relaxationEnergy K b)) ^ 2 ↔
      √(relaxationEnergy K b) • a = √(relaxationEnergy K a) • b) ∧
    (relaxationEnergy K (a - b) = (√(relaxationEnergy K a) + √(relaxationEnergy K b)) ^ 2 ↔
      √(relaxationEnergy K b) • a = -(√(relaxationEnergy K a) • b)) := by
  have nn : ∀ f : n → ℝ, 0 ≤ relaxationEnergy K f := by
    intro f
    have h := hK.inv.posSemidef.dotProduct_mulVec_nonneg f
    rw [star_trivial] at h
    rw [relaxationEnergy_eq hK]
    linarith
  have sa := Real.sq_sqrt (nn a)
  have sb := Real.sq_sqrt (nn b)
  -- the overlap bound for `b` gives the lower bound, for `-b` the upper one
  obtain ⟨h1, e1⟩ := overlap_le hK a b
  obtain ⟨h2, e2⟩ := overlap_le hK a (-b)
  rw [relaxationEnergy_neg hK, Matrix.mulVec_neg, dotProduct_neg] at h2
  rw [relaxationEnergy_neg hK, Matrix.mulVec_neg, dotProduct_neg, smul_neg] at e2
  rw [exciton_relaxation hK, ← e1, ← e2]
  refine ⟨by nlinarith, by nlinarith, ?_, ?_⟩ <;> constructor <;> intro h <;> nlinarith
```

## What relaxation does to the binding energy

The constant $E$ only shifts a minimum, so the relaxed energies are $E_e-L(a)$, $E_h-L(b)$ and $E_x-L(a-b)$. The relaxed binding energy is therefore

$$E_e+E_h-E_x - L(a) - L(b) + L(a-b) = E_e+E_h-E_x - a^TK^{-1}b .$$

In Lean, `hE` is the shift of the minimum, and the exciton identity does the rest.

```lean
/-- For positive definite stiffness, relaxation changes the exciton binding energy by minus the
overlap of the electron force `a` and the valence force `b` through the compliance. -/
theorem relaxedBinding_eq (hK : K.PosDef) (Ee Eh Ex : ℝ) (a b : n → ℝ) :
    relaxedBinding K Ee Eh Ex a b = Ee + Eh - Ex - a ⬝ᵥ K⁻¹ *ᵥ b := by
  have hE : ∀ (E : ℝ) (f : n → ℝ), relaxedEnergy K E f = E - relaxationEnergy K f := by
    intro E f
    obtain ⟨⟨u, hu⟩, hmin⟩ := latticeEnergy_isLeast hK f
    have h : IsLeast (Set.range fun u => E + latticeEnergy K f u)
        (E - relaxationEnergy K f) := by
      rw [relaxationEnergy_eq hK]
      refine ⟨⟨u, by simp only [hu]; ring⟩, ?_⟩
      rintro _ ⟨w, rfl⟩
      have hw := hmin ⟨w, rfl⟩
      simp only
      linarith
    exact h.csInf_eq
  rw [relaxedBinding, hE, hE, hE, relaxationEnergy_neg hK, exciton_relaxation hK]
  ring
```

Relaxation thus lowers the binding energy exactly when $a^TK^{-1}b>0$. In that case the electron and the hole push the lattice in at least partly opposite directions, their distortions cancel at least partly in the exciton, and the separated carriers gain more from relaxing than the exciton does.

For a Bethe-Salpeter binding energy computed at the ground-state geometry, $-a^TK^{-1}b$ is the correction for static lattice relaxation within a finite harmonic model with additive, fixed forces. The two carrier relaxation energies place it between $-2st$ and $2st$. When both are non-zero they do not fix its sign, since reversing $b$ leaves them unchanged and reverses the correction.

```lean
/-- For positive definite stiffness, relaxation lowers the exciton binding energy exactly when
the electron force `a` and the valence force `b` have positive overlap through the compliance. -/
theorem binding_lowered_iff (hK : K.PosDef) (Ee Eh Ex : ℝ) (a b : n → ℝ) :
    relaxedBinding K Ee Eh Ex a b < Ee + Eh - Ex ↔ 0 < a ⬝ᵥ K⁻¹ *ᵥ b := by
  rw [relaxedBinding_eq hK]
  constructor <;> intro h <;> linarith
```

## Two modes where the plain overlap misleads

Take modes of stiffness 1 and 4, with $a=(1,1)$ and $b=(-1,2)$. The plain overlap is $a^Tb=-1+2=1$, which is positive. The compliance is diagonal with entries $1$ and $\tfrac14$, so

$$a^TK^{-1}b = -1 + \tfrac{2}{4} = -\tfrac12 .$$

The soft mode, in which the forces differ in sign, outweighs the stiff one, and relaxation raises the binding energy by $\tfrac12$.

The relaxation energies agree with this. We have $L(a)=\tfrac12(1+\tfrac14)=\tfrac58$ and $L(b)=\tfrac12(1+1)=1$. The exciton force is $a-b=(2,-1)$, so $L(a-b)=\tfrac12(4+\tfrac14)=\tfrac{17}{8}$, which equals $\tfrac58+1+\tfrac12$. The bounds are about $0.04$ and $3.21$, and $2.125$ lies between them.

The theorem states the positive plain overlap and the strict rise in binding energy, for any `Ee`, `Eh` and `Ex`. Its proof checks that the diagonal stiffness is positive definite, finds the inverse, and evaluates the overlap as `-1 / 2`.

```lean
/-- Two modes of stiffness 1 and 4 with forces `(1, 1)` and `(-1, 2)`: the plain overlap of the
forces is positive, yet relaxation does not lower the exciton binding energy but raises it. -/
theorem plain_overlap_insufficient (Ee Eh Ex : ℝ) :
    0 < (![1, 1] : Fin 2 → ℝ) ⬝ᵥ ![-1, 2] ∧
    Ee + Eh - Ex < relaxedBinding (Matrix.diagonal ![1, 4]) Ee Eh Ex ![1, 1] ![-1, 2] := by
  have hK : (Matrix.diagonal ![1, 4] : Matrix (Fin 2) (Fin 2) ℝ).PosDef :=
    Matrix.PosDef.diagonal (by intro i; fin_cases i <;> simp)
  have hinv : (Matrix.diagonal ![1, 4] : Matrix (Fin 2) (Fin 2) ℝ)⁻¹
      = Matrix.diagonal ![1, 1 / 4] := by
    apply Matrix.inv_eq_right_inv
    ext i j
    fin_cases i <;> fin_cases j <;> simp
  have hq : (![1, 1] : Fin 2 → ℝ) ⬝ᵥ (Matrix.diagonal ![1, 4])⁻¹ *ᵥ ![-1, 2] = -1 / 2 := by
    rw [hinv]
    norm_num [Matrix.mulVec_diagonal, dotProduct, Fin.sum_univ_succ]
  refine ⟨by norm_num [dotProduct, Fin.sum_univ_succ], ?_⟩
  rw [relaxedBinding_eq hK, hq]
  linarith

end

end ExcitonCarrierRelaxation
```

```lean
#print axioms ExcitonCarrierRelaxation.exciton_relaxation
#print axioms ExcitonCarrierRelaxation.exciton_relaxation_bounds
#print axioms ExcitonCarrierRelaxation.binding_lowered_iff
#print axioms ExcitonCarrierRelaxation.plain_overlap_insufficient
```

```
'ExcitonCarrierRelaxation.exciton_relaxation' depends on axioms: [propext, Classical.choice, Quot.sound]
'ExcitonCarrierRelaxation.exciton_relaxation_bounds' depends on axioms: [propext, Classical.choice, Quot.sound]
'ExcitonCarrierRelaxation.binding_lowered_iff' depends on axioms: [propext, Classical.choice, Quot.sound]
'ExcitonCarrierRelaxation.plain_overlap_insufficient' depends on axioms: [propext, Classical.choice, Quot.sound]
```
